# For c ≥ 0 and a bound state u between hard walls at 0 and R, adding −2(ln(1 + c∫₀ʳu²))'' to the radial potential, in units with ħ²/2m = 1, preserves the energy of any bound state at another energy, and an explicit map to the new state preserves its norm

In units with ħ²/2m = 1, let u and p be real radial wavefunctions on [0, R], with primes for d/dr:

u'' = (V − E)u,  p'' = (V − F)p,  u(0) = p(0) = 0.

Here p is a wavefunction, not a momentum. For a constant c ≥ 0, define

I(r) = 1 + c∫₀ʳu²,  J(r) = ∫₀ʳup,  q = p − cuJ/I.

I am told that if E ≠ F and both states vanish at R, then q is a bound state at energy F in the potential V − 2(ln I)''. But q contains an admixture of u, which belongs to energy E. How can it satisfy an equation at the single energy F, and why doesn't subtracting something from p change its norm?

## The Wronskian cancels the energy mismatch, and orthogonality preserves the norm

The admixture has a position-dependent coefficient, whose derivatives supply what is missing. Since I ≥ 1, all quotients are well defined, and I' = cu², J' = up. The Wronskian W = up' − u'p obeys

W' = u(V − F)p − (V − E)up = (E − F)up.

It vanishes at 0, so W = (E − F)J. The coefficient satisfies

(J/I)' = up/I − cu²J/I² = (u/I)q.

Write L = (ln I)' = cu²/I, so that L' = 2cuu'/I − L². Differentiating q twice gives

q' = p' − cu'J/I − Lq,

q'' = (V − F)p − c(V − E)uJ/I − (cuu'/I)q − L'q − Lq'.

The first two terms equal (V − F)q + c(E − F)uJ/I, which is (V − F)q + cuW/I. This is where the energy mismatch turns into a Wronskian. Inserting W and q',

cuW/I − Lq' = (cu/I)(−u'p + cuu'J/I + uLq) = −(cuu'/I)q + L²q.

Together with −(cuu'/I)q this makes −L'q, and therefore

q'' = (V − 2L' − F)q.

For the norm, take two functions p₁, p₂ with their J₁, J₂ and q₁, q₂. The product rule gives

q₁q₂ = p₁p₂ − c(J₁J₂/I)',

∫₀ᴿq₁q₂ = ∫₀ᴿp₁p₂ − cJ₁(R)J₂(R)/I(R).

If u and p vanish at R, then W(R) = 0, so (E − F)J(R) = 0. With E ≠ F the states are orthogonal, J(R) = 0, and the norm is unchanged. The subtraction redistributes the density without altering its total.

In the Lean file, `RadialSolution R V E u du` says that u has slope `du`, and that this slope has derivative (V − E)u, at every point of [0, R], with one-sided derivatives at the ends. V need not be continuous, but a finite step at a point where u or p is nonzero, as in a square well, is excluded, because a derivative that exists at every point cannot jump. The integrals J and I are `overlap u p` and `gain c u`, and q is `transformed c u p`. The potential `deformedPotential` contains the actual second derivative of ln I, not a formula put in its place.

The theorem `transformed_solves` gives the differential equation for any E and F, equal or not, and needs no condition at R. The theorem `isospectral_bound_state` adds E ≠ F and the zeros at R, and concludes that q solves the equation, vanishes at both ends and has the same squared norm as p. Despite its name, it follows given states and does not exclude new levels.

The hypotheses describe one particle in one channel, with a hard wall at R and a regular origin. The step to an atom, with a half-line and a Coulomb or centrifugal singularity, is left open: the equation is imposed at r = 0 too, where u(0) = 0 forces u''(0) = 0, and a p-wave starting as r² violates that.

```lean
import Mathlib

open Set MeasureTheory

namespace IsospectralStates

noncomputable section

/-- The function `u` with slope `du` solves the radial equation `u'' = (V - E) u` on `[0, R]`,
with one-sided derivatives at the ends. -/
def RadialSolution (R : ℝ) (V : ℝ → ℝ) (E : ℝ) (u du : ℝ → ℝ) : Prop :=
  ∀ r ∈ Icc 0 R, HasDerivWithinAt u (du r) (Icc 0 R) r ∧
    HasDerivWithinAt du ((V r - E) * u r) (Icc 0 R) r

/-- The partial overlap `∫₀ʳ u p` of two radial functions. -/
def overlap (u p : ℝ → ℝ) (r : ℝ) : ℝ := ∫ s in (0 : ℝ)..r, u s * p s

/-- The function `I(r) = 1 + c ∫₀ʳ u²`. -/
def gain (c : ℝ) (u : ℝ → ℝ) (r : ℝ) : ℝ := 1 + c * overlap u u r

/-- The deformed potential `V - 2 (ln I)''` on `[0, R]`, used where `I` is positive. -/
def deformedPotential (R : ℝ) (V : ℝ → ℝ) (c : ℝ) (u : ℝ → ℝ) (r : ℝ) : ℝ :=
  V r - 2 * derivWithin (derivWithin (fun s => Real.log (gain c u s)) (Icc 0 R)) (Icc 0 R) r

/-- The transformed function `p - c u J / I` with `J = ∫₀ʳ u p`, used where `I` is nonzero. -/
def transformed (c : ℝ) (u p : ℝ → ℝ) (r : ℝ) : ℝ :=
  p r - c * u r * (overlap u p r / gain c u r)

variable {R c E F : ℝ} {V u du p dp p₁ p₂ : ℝ → ℝ}

/-- For continuous `u` and `p` on `[0, R]`, the partial overlap grows at the rate `u p`. -/
theorem overlap_deriv (hu : ContinuousOn u (Icc 0 R)) (hp : ContinuousOn p (Icc 0 R))
    {r : ℝ} (hr : r ∈ Icc 0 R) :
    HasDerivWithinAt (overlap u p) (u r * p r) (Icc 0 R) r := by
  have hf : ContinuousOn (fun s => u s * p s) (Icc 0 R) := hu.mul hp
  have : Fact (r ∈ Icc 0 R) := ⟨hr⟩
  have hi : IntervalIntegrable (fun s => u s * p s) volume 0 r := by
    apply ContinuousOn.intervalIntegrable
    rw [uIcc_of_le hr.1]
    exact hf.mono (Icc_subset_Icc_right hr.2)
  exact intervalIntegral.integral_hasDerivWithinAt_right hi
    (hf.stronglyMeasurableAtFilter_nhdsWithin measurableSet_Icc r) (hf r hr)

/-- For `c ≥ 0` the function `I` is positive at every radius `r ≥ 0`. -/
theorem gain_pos (hc : 0 ≤ c) (u : ℝ → ℝ) {r : ℝ} (hr : 0 ≤ r) : 0 < gain c u r := by
  have h : 0 ≤ overlap u u r :=
    intervalIntegral.integral_nonneg hr (fun s _ => mul_self_nonneg (u s))
  have := mul_nonneg hc h
  unfold gain
  linarith

/-- A function on `[0, R]` that starts at zero and has zero slope throughout is zero. -/
theorem eq_zero_of_slope_zero {f : ℝ → ℝ} (hR : 0 < R) (h0 : f 0 = 0)
    (hf : ∀ r ∈ Icc 0 R, HasDerivWithinAt f 0 (Icc 0 R) r) {r : ℝ} (hr : r ∈ Icc 0 R) :
    f r = 0 := by
  rw [← h0]
  exact constant_of_derivWithin_zero (fun s hs => (hf s hs).differentiableWithinAt)
    (fun s hs => (hf s (Ico_subset_Icc_self hs)).derivWithin
      (uniqueDiffOn_Icc hR s (Ico_subset_Icc_self hs))) r hr

/-- The Wronskian of two solutions that vanish at the origin is the energy difference times
their partial overlap. -/
theorem wronskian_eq (hR : 0 < R) (hu : RadialSolution R V E u du)
    (hp : RadialSolution R V F p dp) (hu0 : u 0 = 0) (hp0 : p 0 = 0)
    {r : ℝ} (hr : r ∈ Icc 0 R) :
    u r * dp r - du r * p r = (E - F) * overlap u p r := by
  have key := eq_zero_of_slope_zero
    (f := fun s => u s * dp s - du s * p s - (E - F) * overlap u p s) hR
    (by simp [hu0, hp0, overlap]) (fun s hs => by
      have hJ := overlap_deriv (fun t ht => (hu t ht).1.continuousWithinAt)
        (fun t ht => (hp t ht).1.continuousWithinAt) hs
      exact ((((hu s hs).1.fun_mul (hp s hs).2).fun_sub
        ((hu s hs).2.fun_mul (hp s hs).1)).fun_sub (hJ.const_mul (E - F))).congr_deriv
          (by ring)) hr
  exact sub_eq_zero.mp key

/-- For continuous `u` on `[0, R]`, the slope of `I` is `c u²`. -/
theorem gain_deriv (hu : ContinuousOn u (Icc 0 R)) {r : ℝ} (hr : r ∈ Icc 0 R) :
    HasDerivWithinAt (gain c u) (c * (u r * u r)) (Icc 0 R) r :=
  ((overlap_deriv hu hu hr).const_mul c).const_add 1

/-- For `c ≥ 0` and continuous `u` and `p`, the slope of `J / I` is the product of `u / I`
and the transformed function. -/
theorem ratio_deriv (hc : 0 ≤ c) (hu : ContinuousOn u (Icc 0 R))
    (hp : ContinuousOn p (Icc 0 R)) {r : ℝ} (hr : r ∈ Icc 0 R) :
    HasDerivWithinAt (fun s => overlap u p s / gain c u s)
      (u r / gain c u r * transformed c u p r) (Icc 0 R) r := by
  have hne := (gain_pos hc u hr.1).ne'
  refine ((overlap_deriv hu hp hr).fun_div (gain_deriv hu hr) hne).congr_deriv ?_
  unfold transformed
  field_simp

/-- For `c ≥ 0` and solutions `u`, `p` at energies `E`, `F` that vanish at the origin,
`p - c u J / I` solves the radial equation at energy `F` in the potential `V - 2 (ln I)''`. -/
theorem transformed_solves (hR : 0 < R) (hc : 0 ≤ c) (hu : RadialSolution R V E u du)
    (hp : RadialSolution R V F p dp) (hu0 : u 0 = 0) (hp0 : p 0 = 0) :
    ∃ dq, RadialSolution R (deformedPotential R V c u) F (transformed c u p) dq := by
  have cu : ContinuousOn u (Icc 0 R) := fun t ht => (hu t ht).1.continuousWithinAt
  have cp : ContinuousOn p (Icc 0 R) := fun t ht => (hp t ht).1.continuousWithinAt
  -- the slope of the transformed function
  have hq : ∀ r ∈ Icc 0 R, HasDerivWithinAt (transformed c u p)
      (dp r - (c * du r * (overlap u p r / gain c u r)
        + c * u r * (u r / gain c u r * transformed c u p r))) (Icc 0 R) r := fun r hr =>
    (hp r hr).1.fun_sub (((hu r hr).1.const_mul c).fun_mul (ratio_deriv hc cu cp hr))
  refine ⟨_, fun r hr => ⟨hq r hr, ?_⟩⟩
  have hne := (gain_pos hc u hr.1).ne'
  have hUI := (hu r hr).1.fun_div (gain_deriv (c := c) cu hr) hne
  -- the second derivative of ln I
  have hlog : derivWithin (derivWithin (fun s => Real.log (gain c u s)) (Icc 0 R)) (Icc 0 R) r
      = 2 * c * u r * du r / gain c u r - (c * u r ^ 2 / gain c u r) ^ 2 := by
    have h1 : EqOn (derivWithin (fun s => Real.log (gain c u s)) (Icc 0 R))
        (fun s => c * (u s * u s) / gain c u s) (Icc 0 R) := fun s hs =>
      ((gain_deriv cu hs).log (gain_pos hc u hs.1).ne').derivWithin (uniqueDiffOn_Icc hR s hs)
    rw [derivWithin_congr h1 (h1 hr)]
    have h2 := ((((hu r hr).1.fun_mul (hu r hr).1).const_mul c).fun_div
      (gain_deriv (c := c) cu hr) hne)
    rw [h2.derivWithin (uniqueDiffOn_Icc hR r hr)]
    field_simp
    ring
  have hW := wronskian_eq hR hu hp hu0 hp0 hr
  refine ((hp r hr).2.fun_sub ((((hu r hr).2.const_mul c).fun_mul
    (ratio_deriv hc cu cp hr)).fun_add (((hu r hr).1.const_mul c).fun_mul
      (hUI.fun_mul (hq r hr))))).congr_deriv ?_
  -- the Wronskian identity removes the energy difference
  unfold deformedPotential
  rw [hlog]
  unfold transformed
  field_simp
  linear_combination (-(c * u r * gain c u r ^ 2)) * hW

/-- For `c ≥ 0` and continuous functions, the transformation lowers the overlap of `p₁` and `p₂`
on `[0, R]` by `c J₁ J₂ / I` taken at `R`. -/
theorem overlap_transformed (hR : 0 < R) (hc : 0 ≤ c) (hu : ContinuousOn u (Icc 0 R))
    (h₁ : ContinuousOn p₁ (Icc 0 R)) (h₂ : ContinuousOn p₂ (Icc 0 R)) :
    overlap (transformed c u p₁) (transformed c u p₂) R
      = overlap p₁ p₂ R - c * (overlap u p₁ R / gain c u R * overlap u p₂ R) := by
  have cq : ∀ {p : ℝ → ℝ}, ContinuousOn p (Icc 0 R) →
      ContinuousOn (transformed c u p) (Icc 0 R) := fun hp =>
    hp.sub ((continuousOn_const.mul hu).mul
      (fun r hr => (ratio_deriv hc hu hp hr).continuousWithinAt))
  have key := eq_zero_of_slope_zero
    (f := fun s => overlap (transformed c u p₁) (transformed c u p₂) s
      - (overlap p₁ p₂ s - c * (overlap u p₁ s / gain c u s * overlap u p₂ s))) hR
    (by simp [overlap]) (fun s hs => by
      refine ((overlap_deriv (cq h₁) (cq h₂) hs).fun_sub ((overlap_deriv h₁ h₂ hs).fun_sub
        (((ratio_deriv hc hu h₁ hs).fun_mul (overlap_deriv hu h₂ hs)).const_mul c))).congr_deriv ?_
      unfold transformed
      ring) (right_mem_Icc.mpr hR.le)
  exact sub_eq_zero.mp key

/-- Let `c ≥ 0` and let `u`, `p` be solutions at distinct energies `E`, `F` that vanish at `0`
and `R`. Then `p - c u J / I` solves the equation at energy `F` in the deformed potential,
vanishes at `0` and `R`, and has the same squared norm as `p`. -/
theorem isospectral_bound_state (hR : 0 < R) (hc : 0 ≤ c) (hEF : E ≠ F)
    (hu : RadialSolution R V E u du) (hp : RadialSolution R V F p dp)
    (hu0 : u 0 = 0) (hp0 : p 0 = 0) (huR : u R = 0) (hpR : p R = 0) :
    (∃ dq, RadialSolution R (deformedPotential R V c u) F (transformed c u p) dq) ∧
      transformed c u p 0 = 0 ∧ transformed c u p R = 0 ∧
      overlap (transformed c u p) (transformed c u p) R = overlap p p R := by
  refine ⟨transformed_solves hR hc hu hp hu0 hp0, by simp [transformed, hu0, hp0],
    by simp [transformed, huR, hpR], ?_⟩
  -- states of different energy are orthogonal
  have hW := wronskian_eq hR hu hp hu0 hp0 (right_mem_Icc.mpr hR.le)
  have hJ : overlap u p R = 0 := by
    rw [huR, hpR, zero_mul, mul_zero, sub_zero] at hW
    exact (mul_eq_zero.mp hW.symm).resolve_left (sub_ne_zero.mpr hEF)
  rw [overlap_transformed hR hc (fun t ht => (hu t ht).1.continuousWithinAt)
    (fun t ht => (hp t ht).1.continuousWithinAt) (fun t ht => (hp t ht).1.continuousWithinAt), hJ]
  simp

/-- For natural `k`, the function `sin (k r)` solves the radial equation with zero potential on
`[0, π]` at energy `k²`, and it vanishes at both ends. -/
theorem box_witness (k : ℕ) :
    RadialSolution Real.pi (fun _ => 0) ((k : ℝ) ^ 2) (fun r => Real.sin (k * r))
      (fun r => k * Real.cos (k * r)) ∧
      Real.sin (k * 0) = 0 ∧ Real.sin (k * Real.pi) = 0 := by
  refine ⟨fun r _ => ?_, by simp, Real.sin_nat_mul_pi k⟩
  have h : HasDerivAt (fun s : ℝ => (k : ℝ) * s) k r := by
    simpa using (hasDerivAt_id r).const_mul (k : ℝ)
  exact ⟨(h.sin.congr_deriv (by ring)).hasDerivWithinAt,
    ((h.cos.const_mul (k : ℝ)).congr_deriv (by ring)).hasDerivWithinAt⟩

end

end IsospectralStates
```

```lean
#print axioms IsospectralStates.isospectral_bound_state
-- 'IsospectralStates.isospectral_bound_state' depends on axioms: [propext, Classical.choice, Quot.sound]
```

The proof follows the calculation above. `overlap_deriv` is the fundamental theorem of calculus on the closed interval; `gain_pos` and `gain_deriv` give the sign and slope of I. `wronskian_eq` applies `eq_zero_of_slope_zero` to the difference W − (E − F)J, which starts at zero and has zero slope. `ratio_deriv` is the formula for (J/I)'.

In `transformed_solves`, `hq` is the formula for q' and `hlog` the one for (ln I)''. After `field_simp` clears the denominators, `linear_combination` inserts the Wronskian identity `hW`, multiplied by −cuI², and the remaining algebra closes. `overlap_transformed` proves the integral formula by the same zero-slope argument, and `isospectral_bound_state` sets J(R) = 0 in it.

The sine waves of `box_witness` provide a concrete case. On [0, π] with V = 0, take u = sin r and p = sin 2r, so E = 1 and F = 4. Then

I = 1 + c(r/2 − sin(2r)/4),  J = (2/3)sin³r,

q = sin 2r − (2c/3)sin⁴r/I,

and the new potential is −2c sin(2r)/I + 2c²sin⁴r/I². Both p and q have squared norm π/2; multiplying each by √(2/π) normalises it.

On a radial grid, the same step uses running integrals of u² and up. The potential becomes V − 4cuu'/I + 2c²u⁴/I², and each further bound state is updated point by point, without solving a new eigenvalue problem.

The condition E ≠ F matters for the norm. Take p = u = sin r in the same box with c = 1. Then J = ∫₀ʳu² and q = u/I, which still solves the new equation and vanishes at both walls, but its squared norm is

(π/2)/(1 + π/2) = π/(π + 2),

instead of π/2. So the state used to build the deformation keeps its energy but has to be renormalised.

If the form of V is not restricted, fitting such given levels of a single particle in a finite box therefore leaves at least a one-parameter freedom in V. A model potential with a fixed functional form need not have this freedom: if V is a constant in the box, the energy of the lowest level determines it.
